# A warm Thomas–Fermi atom in a potential that vanishes at infinity has no finite electron number

An atom in a hot plasma has its electrons in thermal equilibrium at temperature \(T>0\) and chemical potential \(\mu\). Far from the nucleus the attraction fades, but thermal occupation remains. How many electrons does the Thomas–Fermi model count in all of space if no wall encloses the atom?

```lean
import Mathlib

open MeasureTheory Filter Set Topology
open scoped Real

noncomputable section

namespace WarmThomasFermi
```

In atomic units, with \(T\) an energy, an electron at radius \(r\) has potential energy \(-\varphi(r)\). Write \(w=\varphi(r)+\mu\) for the local energy. With both spins, the density per wave number \(k\) is

\[ f_T(w,k)=\frac{k^2/\pi^2}{e^{(k^2/2-w)/T}+1}. \]

This is `modeDensity`.

```lean
/-- Fermi-Dirac density per unit wave number `k` (atomic units, both spins), at temperature `T > 0`
and local energy `w`, the sum of potential and chemical potential. -/
def modeDensity (T w k : ℝ) : ℝ :=
  k ^ 2 / π ^ 2 / (Real.exp ((k ^ 2 / 2 - w) / T) + 1)
```

The electron density is \(n_T(w)=\int_0^\infty f_T(w,k)\,dk\), in Lean `density`.

```lean
/-- Thomas-Fermi electron density at temperature `T > 0` and local energy `w`. -/
def density (T w : ℝ) : ℝ := ∫ k in Ioi (0 : ℝ), modeDensity T w k
```

The number within radius \(R\) is \(N(R)=\int_0^R4\pi r^2\,n_T(\varphi(r)+\mu)\,dr\), in Lean `electronNumber`. The potential is prescribed and spherical. It is not found self-consistently from Poisson's equation. With the nucleus and these electrons as the only charges, a self-consistent potential could not tend to zero, because the electron density would tend to \(n_T(\mu)>0\) and the enclosed negative charge would grow as \(R^3\). A self-consistent potential that vanishes at infinity therefore requires further positive charge far out, such as a neutralising background of ions.

```lean
/-- Electron number within radius `R` in the radial potential `φ`, at temperature `T > 0` and
chemical potential `μ`. -/
def electronNumber (T μ : ℝ) (φ : ℝ → ℝ) (R : ℝ) : ℝ :=
  ∫ r in (0 : ℝ)..R, 4 * π * r ^ 2 * density T (φ r + μ)
```

## (a) Large wave numbers

Show that, for \(w\le W\) and \(W\ge0\),

\[ f_T(w,k)\le(16T^2+8)\frac{(1+W)^2}{1+k^2}. \]

**Solution.** Let \(E=e^{(k^2/2-w)/T}\). The step called `key` is

\[ (1+k^2/2)^2\le(1+W)^2(4T^2+2)(E+1). \]

It is clear if \(k^2/2\le W\). Otherwise put \(k^2/2=W+Ty\) with \(y\ge0\). Then \(E\ge e^y\ge1+y+y^2/2\) and \(1+k^2/2\le(1+W)(1+Ty)\), while \((1+Ty)^2\le2+2T^2y^2\le(4T^2+2)(1+y^2/2)\). Finally, \(k^2/\pi^2\le k^2\le4(1+k^2/2)^2/(1+k^2)\); insert `key` and divide by \(E+1\).

```lean
variable {T μ Z : ℝ} {φ : ℝ → ℝ}

/-- For `T > 0` and `w ≤ W` with `W ≥ 0`, the density per wave number is at most a constant
times `(1 + W)² / (1 + k²)`. -/
theorem modeDensity_le {w W : ℝ} (hT : 0 < T) (hW : 0 ≤ W) (hw : w ≤ W) (k : ℝ) :
    modeDensity T w k ≤ (16 * T ^ 2 + 8) * (1 + W) ^ 2 * (1 + k ^ 2)⁻¹ := by
  unfold modeDensity
  set E := Real.exp ((k ^ 2 / 2 - w) / T) with hE
  have hE0 : 0 < E := Real.exp_pos _
  have key : (1 + k ^ 2 / 2) ^ 2 ≤ (1 + W) ^ 2 * ((4 * T ^ 2 + 2) * (E + 1)) := by
    rcases le_total (k ^ 2 / 2) W with h | h
    · have h1 : (1 + k ^ 2 / 2) ^ 2 ≤ (1 + W) ^ 2 :=
        pow_le_pow_left₀ (by positivity) (by linarith) 2
      have h2 : 1 ≤ (4 * T ^ 2 + 2) * (E + 1) := by
        nlinarith [sq_nonneg T, mul_nonneg (sq_nonneg T) hE0.le]
      have h3 := mul_le_mul_of_nonneg_left h2 (sq_nonneg (1 + W))
      linarith
    · -- above the local energy the exponential beats a quadratic
      obtain ⟨y, hy, hk⟩ : ∃ y, 0 ≤ y ∧ k ^ 2 / 2 = W + T * y :=
        ⟨(k ^ 2 / 2 - W) / T, div_nonneg (by linarith) hT.le, by
          rw [← mul_div_assoc, mul_div_cancel_left₀ _ hT.ne']; ring⟩
      have hyE : y ≤ (k ^ 2 / 2 - w) / T := by
        rw [le_div_iff₀ hT]; linarith
      have h0 : 1 + y ^ 2 / 2 ≤ E + 1 := by
        linarith [Real.quadratic_le_exp_of_nonneg hy, Real.exp_le_exp.mpr hyE]
      have h1 : 1 + k ^ 2 / 2 ≤ (1 + W) * (1 + T * y) := by
        rw [hk]; nlinarith [mul_nonneg hW (mul_nonneg hT.le hy)]
      have h2 : (1 + T * y) ^ 2 ≤ (4 * T ^ 2 + 2) * (1 + y ^ 2 / 2) := by
        nlinarith [sq_nonneg (1 - T * y), sq_nonneg T, sq_nonneg y]
      have h3 := h2.trans (mul_le_mul_of_nonneg_left h0 (by positivity))
      calc (1 + k ^ 2 / 2) ^ 2 ≤ ((1 + W) * (1 + T * y)) ^ 2 :=
            pow_le_pow_left₀ (by positivity) h1 2
        _ = (1 + W) ^ 2 * (1 + T * y) ^ 2 := by ring
        _ ≤ _ := mul_le_mul_of_nonneg_left h3 (sq_nonneg _)
  rw [div_le_iff₀ (by positivity)]
  calc k ^ 2 / π ^ 2 ≤ k ^ 2 :=
        div_le_self (sq_nonneg k) (by nlinarith [Real.pi_gt_three])
    _ ≤ 4 * (1 + k ^ 2 / 2) ^ 2 * (1 + k ^ 2)⁻¹ := by
        rw [← div_eq_mul_inv, le_div_iff₀ (by positivity)]
        nlinarith [sq_nonneg k]
    _ ≤ 4 * ((1 + W) ^ 2 * ((4 * T ^ 2 + 2) * (E + 1))) * (1 + k ^ 2)⁻¹ := by gcongr
    _ = _ := by ring
```

## (b) Continuity of the integrand

Show that \(f_T\) is jointly continuous:

\[ \lim_{(w',k')\to(w,k)}f_T(w',k')=f_T(w,k). \]

**Solution.** Numerator and denominator are continuous, and the denominator is positive.

```lean
/-- At `T > 0` the density per wave number depends continuously on local energy and wave number. -/
theorem continuous_modeDensity (T : ℝ) :
    Continuous fun p : ℝ × ℝ => modeDensity T p.1 p.2 := by
  unfold modeDensity
  exact Continuous.div (by fun_prop) (by fun_prop) (fun p => by positivity)
```

## (c) Convergence of the momentum integral

Show that

\[ \int_{-\infty}^{\infty}f_T(w,k)\,dk<\infty. \]

**Solution.** Take \(W=|w|\) in (a) and use \(\int_{-\infty}^\infty dk/(1+k^2)=\pi\). Lean integrates over the whole line and restricts to \(k>0\) later.

```lean
/-- For `T > 0` the density per wave number is integrable. -/
theorem integrable_modeDensity (hT : 0 < T) (w : ℝ) : Integrable (modeDensity T w) := by
  have hc : Continuous (modeDensity T w) :=
    (continuous_modeDensity T).comp (by fun_prop : Continuous fun k : ℝ => (w, k))
  refine (integrable_inv_one_add_sq.const_mul ((16 * T ^ 2 + 8) * (1 + |w|) ^ 2)).mono'
    hc.aestronglyMeasurable (ae_of_all _ fun k => ?_)
  rw [Real.norm_of_nonneg (by unfold modeDensity; positivity)]
  exact modeDensity_le hT (abs_nonneg w) (le_abs_self w) k
```

## (d) Thermal occupation at every energy

Show that, even for negative \(w\),

\[ n_T(w)>0. \]

**Solution.** The integrand is positive for every \(k>0\). In Lean, its support on the half-line is the whole half-line, which has positive measure.

```lean
/-- At `T > 0` the electron density is strictly positive at every local energy. -/
theorem density_pos (hT : 0 < T) (w : ℝ) : 0 < density T w := by
  unfold density
  rw [setIntegral_pos_iff_support_of_nonneg_ae
    (ae_of_all _ fun k => by
      show 0 ≤ modeDensity T w k
      unfold modeDensity; positivity)
    (integrable_modeDensity hT w).integrableOn]
  have hs : Function.support (modeDensity T w) ∩ Ioi 0 = Ioi 0 := by
    refine inter_eq_right.mpr fun k hk => ?_
    have hk' : 0 < k := hk
    have hp : 0 < modeDensity T w k := by unfold modeDensity; positivity
    exact hp.ne'
  rw [hs]
  simp
```

## (e) Density as a function of local energy

Show that

\[ \lim_{w\to v}n_T(w)=n_T(v). \]

**Solution.** For \(w<|v|+1\), part (a) with \(W=|v|+1\) gives an integrable bound independent of \(w\). By (b) the integrand converges, so dominated convergence applies.

```lean
/-- At `T > 0` the electron density is a continuous function of the local energy. -/
theorem continuous_density (hT : 0 < T) : Continuous (density T) := by
  rw [continuous_iff_continuousAt]
  intro v
  show ContinuousAt (fun w => ∫ k in Ioi (0 : ℝ), modeDensity T w k) v
  refine continuousAt_of_dominated
    (bound := fun k => (16 * T ^ 2 + 8) * (1 + (|v| + 1)) ^ 2 * (1 + k ^ 2)⁻¹)
    (Eventually.of_forall fun w => (integrable_modeDensity hT w).aestronglyMeasurable.restrict)
    ?_ (integrable_inv_one_add_sq.const_mul _).integrableOn (ae_of_all _ fun k => ?_)
  · filter_upwards [Iio_mem_nhds (show v < |v| + 1 by linarith [le_abs_self v])] with w hw
    refine ae_of_all _ fun k => ?_
    rw [Real.norm_of_nonneg (by unfold modeDensity; positivity)]
    exact modeDensity_le hT (by positivity) (mem_Iio.mp hw).le k
  · exact ((continuous_modeDensity T).comp
      (by fun_prop : Continuous fun w : ℝ => (w, k))).continuousAt
```

## (f) Density near the nucleus and far away

Let \(\varphi\) be continuous for \(r>0\), with \(\varphi\to0\) at infinity and \(r\varphi(r)\le Z\) for \(0<r\le1\). The last condition admits the Coulomb attraction of a nucleus; `Z` may be any real bound, not only the nuclear charge. Find a constant \(M\) such that, for all \(r>0\),

\[ r^2n_T(\varphi(r)+\mu)\le M(1+r^2). \]

**Solution.** Beyond some \(R_0\), \(\varphi<1\); on \([1,R_0]\), continuity gives \(\varphi\le b\). Hence \(r\varphi(r)\le B(1+r)\) with \(B=|Z|+|b|+1\). Integrating (a) gives \(n_T(w)\le C(1+W)^2\), where \(C=(16T^2+8)\int_0^\infty dk/(1+k^2)\). Choose \(W=B(1+r)/r+|\mu|\). Then

\[ r(1+W)\le(1+B+|\mu|)(1+r). \]

Square this and use \((1+r)^2\le2(1+r^2)\). The result is \(M=2C(1+B+|\mu|)^2\).

```lean
/-- Let `T > 0`, and let `φ` be continuous for `r > 0`, vanish at infinity and be at most
`Z / r` for `0 < r ≤ 1`. Then `r²` times the density is at most a constant times `1 + r²`. -/
theorem radial_bound (hT : 0 < T) (hφ : ContinuousOn φ (Ioi 0))
    (h0 : Tendsto φ atTop (𝓝 0)) (hZ : ∀ r, 0 < r → r ≤ 1 → r * φ r ≤ Z) :
    ∃ M, ∀ r, 0 < r → r ^ 2 * density T (φ r + μ) ≤ M * (1 + r ^ 2) := by
  -- a bound on the potential at all distances
  obtain ⟨B, hB0, hB⟩ : ∃ B, 0 ≤ B ∧ ∀ r, 0 < r → r * φ r ≤ B * (1 + r) := by
    obtain ⟨R₀, hR₀⟩ := mem_atTop_sets.mp (h0 (Iio_mem_nhds zero_lt_one))
    obtain ⟨b, hb⟩ := (isCompact_Icc (a := (1 : ℝ)) (b := R₀)).bddAbove_image
      (hφ.mono fun r hr => mem_Ioi.mpr (lt_of_lt_of_le one_pos hr.1))
    refine ⟨|Z| + |b| + 1, by positivity, fun r hr => ?_⟩
    have hZr := mul_nonneg (abs_nonneg Z) hr.le
    have hbr := mul_nonneg (abs_nonneg b) hr.le
    rcases le_total r 1 with h1 | h1
    · nlinarith [hZ r hr h1, le_abs_self Z, abs_nonneg b]
    · have h3 : φ r ≤ |b| + 1 := by
        rcases le_total r R₀ with h2 | h2
        · linarith [hb (mem_image_of_mem φ ⟨h1, h2⟩), le_abs_self b]
        · have h4 : φ r < 1 := hR₀ r h2
          linarith [abs_nonneg b]
      nlinarith [mul_le_mul_of_nonneg_left h3 hr.le, abs_nonneg Z, abs_nonneg b]
  -- the density grows at most quadratically with the local energy
  obtain ⟨K, hK, hn⟩ : ∃ K, 0 ≤ K ∧ ∀ w W, 0 ≤ W → w ≤ W →
      density T w ≤ (16 * T ^ 2 + 8) * (1 + W) ^ 2 * K := by
    refine ⟨∫ k in Ioi (0 : ℝ), (1 + k ^ 2)⁻¹,
      integral_nonneg fun k => inv_nonneg.mpr (by positivity), fun w W hW hw => ?_⟩
    rw [density, ← integral_const_mul]
    exact setIntegral_mono (integrable_modeDensity hT w).integrableOn
      (integrable_inv_one_add_sq.const_mul _).integrableOn (fun k => modeDensity_le hT hW hw k)
  refine ⟨(16 * T ^ 2 + 8) * K * (2 * (1 + B + |μ|) ^ 2), fun r hr => ?_⟩
  obtain ⟨W, hW, hw, hrW⟩ : ∃ W, 0 ≤ W ∧ φ r + μ ≤ W ∧ r * W = B * (1 + r) + r * |μ| := by
    refine ⟨B * (1 + r) / r + |μ|, by positivity, ?_, ?_⟩
    · have h : φ r ≤ B * (1 + r) / r := by
        rw [le_div_iff₀ hr]; linarith [hB r hr]
      linarith [le_abs_self μ]
    · rw [mul_add r, ← mul_div_assoc, mul_div_cancel_left₀ _ hr.ne']
  have h1 : r * (1 + W) ≤ (1 + B + |μ|) * (1 + r) := by nlinarith [abs_nonneg μ]
  have h2 := pow_le_pow_left₀ (by positivity) h1 2
  have h3 : ((1 + B + |μ|) * (1 + r)) ^ 2 ≤ 2 * (1 + B + |μ|) ^ 2 * (1 + r ^ 2) := by
    nlinarith [mul_nonneg (sq_nonneg (1 + B + |μ|)) (sq_nonneg (1 - r))]
  calc r ^ 2 * density T (φ r + μ) ≤ r ^ 2 * ((16 * T ^ 2 + 8) * (1 + W) ^ 2 * K) :=
        mul_le_mul_of_nonneg_left (hn _ W hW hw) (sq_nonneg r)
    _ = (16 * T ^ 2 + 8) * K * (r * (1 + W)) ^ 2 := by ring
    _ ≤ (16 * T ^ 2 + 8) * K * (2 * (1 + B + |μ|) ^ 2 * (1 + r ^ 2)) :=
        mul_le_mul_of_nonneg_left (h2.trans h3) (mul_nonneg (by positivity) hK)
    _ = _ := by ring
```

## (g) Electrons in a finite cell

Under the same conditions, show that for every finite \(R\)

\[ \int_0^R4\pi r^2n_T(\varphi(r)+\mu)\,dr<\infty. \]

**Solution.** The integrand is continuous for \(r>0\) and, by (f), at most \(4\pi M(1+r^2)\). `IntegrableOn` expresses this finiteness. Finite-temperature average-atom models often use such a cell; the result supports its finite electron count for a prescribed potential of this kind.

```lean
/-- Let `T > 0`, and let `φ` be continuous for `r > 0`, vanish at infinity and be at most
`Z / r` for `0 < r ≤ 1`. Then a cell of any finite radius holds a finite electron number. -/
theorem finite_in_cell (hT : 0 < T) (hφ : ContinuousOn φ (Ioi 0))
    (h0 : Tendsto φ atTop (𝓝 0)) (hZ : ∀ r, 0 < r → r ≤ 1 → r * φ r ≤ Z) (R : ℝ) :
    IntegrableOn (fun r => 4 * π * r ^ 2 * density T (φ r + μ)) (Ioc 0 R) := by
  obtain ⟨M, hM⟩ := radial_bound (μ := μ) hT hφ h0 hZ
  have hg := (continuous_density hT).comp_continuousOn (hφ.add (continuousOn_const (c := μ)))
  have hp : ContinuousOn (fun r : ℝ => 4 * π * r ^ 2) (Ioc 0 R) := by fun_prop
  have hb : IntegrableOn (fun r : ℝ => 4 * π * (M * (1 + r ^ 2))) (Ioc 0 R) :=
    Continuous.integrableOn_Ioc (by fun_prop)
  refine Integrable.mono' hb
    ((hp.mul (hg.mono fun r hr => hr.1)).aestronglyMeasurable measurableSet_Ioc)
    ((ae_restrict_iff' measurableSet_Ioc).mpr (ae_of_all _ fun r hr => ?_))
  rw [Real.norm_of_nonneg (mul_nonneg (by positivity) (density_pos hT _).le)]
  have h := mul_le_mul_of_nonneg_left (hM r hr.1) (by positivity : 0 ≤ 4 * π)
  linarith
```

## (h) Growth with volume

Under the same conditions, show that

\[ \lim_{R\to\infty}\frac{N(R)}{R^3}=\frac{4\pi}{3}n_T(\mu)>0. \]

**Solution.** Substituting \(r=Rs\) gives

\[ \frac{N(R)}{R^3}=\int_0^14\pi s^2n_T(\varphi(Rs)+\mu)\,ds. \]

For \(R\ge1\), (f) bounds the integrand by \(4\pi M(1+R^2s^2)/R^2\le8\pi M\). For fixed \(s>0\), \(\varphi(Rs)\to0\), so (e) gives the limit \(4\pi s^2n_T(\mu)\). Dominated convergence (`key` in this proof) and \(\int_0^1s^2ds=1/3\) give the value; (d) gives its sign.

As an aside without a Lean proof, setting \(k=\sqrt T\,q\) at \(\mu=0\) gives \(n_T(0)=T^{3/2}n_1(0)\), so the coefficient vanishes in the cold limit.

```lean
/-- Let `T > 0`, and let `φ` be continuous for `r > 0`, vanish at infinity and be at most
`Z / r` for `0 < r ≤ 1`. Then the electron number within `R`, divided by `R³`, tends to
`4π/3` times the density at zero potential, and this limit is strictly positive. -/
theorem electronNumber_div_cube (hT : 0 < T) (hφ : ContinuousOn φ (Ioi 0))
    (h0 : Tendsto φ atTop (𝓝 0)) (hZ : ∀ r, 0 < r → r ≤ 1 → r * φ r ≤ Z) :
    Tendsto (fun R => electronNumber T μ φ R / R ^ 3) atTop (𝓝 (4 * π / 3 * density T μ)) ∧
      0 < 4 * π / 3 * density T μ := by
  refine ⟨?_, mul_pos (by positivity) (density_pos hT μ)⟩
  obtain ⟨M, hM⟩ := radial_bound (μ := μ) hT hφ h0 hZ
  have hM0 : 0 ≤ M := by
    have h := hM 1 one_pos
    linarith [density_pos hT (φ 1 + μ)]
  have hg := (continuous_density hT).comp_continuousOn (hφ.add (continuousOn_const (c := μ)))
  -- dominated convergence in the scaled radius s = r / R
  have key : Tendsto (fun R : ℝ => ∫ s in (0 : ℝ)..1, 4 * π * s ^ 2 * density T (φ (R * s) + μ))
      atTop (𝓝 (∫ s in (0 : ℝ)..1, 4 * π * s ^ 2 * density T μ)) := by
    refine intervalIntegral.tendsto_integral_filter_of_dominated_convergence
      (fun _ => 4 * π * (2 * M)) ?_ ?_ intervalIntegrable_const ?_
    · filter_upwards [eventually_gt_atTop (0 : ℝ)] with R hR
      rw [uIoc_of_le zero_le_one]
      have hl : ContinuousOn (fun s : ℝ => R * s) (Ioc 0 1) := by fun_prop
      have hc := hg.comp hl (fun s hs => by
        have h := mul_pos hR hs.1
        exact h)
      have hp : ContinuousOn (fun s : ℝ => 4 * π * s ^ 2) (Ioc 0 1) := by fun_prop
      exact (hp.mul hc).aestronglyMeasurable measurableSet_Ioc
    · filter_upwards [eventually_ge_atTop (1 : ℝ)] with R hR
      refine ae_of_all _ fun s hs => ?_
      rw [uIoc_of_le zero_le_one] at hs
      have hR0 : 0 < R := by linarith
      rw [Real.norm_of_nonneg (mul_nonneg (by positivity) (density_pos hT _).le)]
      have h1 : 1 + (R * s) ^ 2 ≤ 2 * R ^ 2 := by
        have h2 : (R * s) ^ 2 ≤ R ^ 2 :=
          pow_le_pow_left₀ (mul_nonneg hR0.le hs.1.le) (by nlinarith [hs.2]) 2
        nlinarith
      have h3 : s ^ 2 * density T (φ (R * s) + μ) ≤ 2 * M := by
        refine le_of_mul_le_mul_left ?_ (pow_pos hR0 2)
        linarith [hM (R * s) (mul_pos hR0 hs.1), mul_le_mul_of_nonneg_left h1 hM0]
      have h4 := mul_le_mul_of_nonneg_left h3 (by positivity : 0 ≤ 4 * π)
      linarith
    · refine ae_of_all _ fun s hs => ?_
      rw [uIoc_of_le zero_le_one] at hs
      have h1 : Tendsto (fun R : ℝ => R * s) atTop atTop := tendsto_id.atTop_mul_const hs.1
      have h2 : Tendsto (fun R : ℝ => φ (R * s) + μ) atTop (𝓝 μ) := by
        simpa using (h0.comp h1).add_const μ
      exact (((continuous_density hT).tendsto μ).comp h2).const_mul _
  have h3 : ∫ s in (0 : ℝ)..1, s ^ 2 = 1 / 3 := by
    rw [integral_pow]; norm_num
  have hval : ∫ s in (0 : ℝ)..1, 4 * π * s ^ 2 * density T μ = 4 * π / 3 * density T μ := by
    rw [intervalIntegral.integral_mul_const, intervalIntegral.integral_const_mul, h3]
    ring
  rw [hval] at key
  refine key.congr' ?_
  -- the change of variables r = R s
  filter_upwards [eventually_gt_atTop (0 : ℝ)] with R hR
  have h := intervalIntegral.integral_comp_mul_left (a := 0) (b := 1)
    (fun r => 4 * π * r ^ 2 * density T (φ r + μ)) hR.ne'
  have e : ∀ s, 4 * π * (R * s) ^ 2 * density T (φ (R * s) + μ) =
      R ^ 2 * (4 * π * s ^ 2 * density T (φ (R * s) + μ)) := fun s => by ring
  simp only [mul_zero, mul_one, smul_eq_mul, e, intervalIntegral.integral_const_mul] at h
  rw [eq_div_iff (pow_ne_zero 3 hR.ne'), electronNumber]
  calc _ = R * (R ^ 2 * ∫ s in (0 : ℝ)..1, 4 * π * s ^ 2 * density T (φ (R * s) + μ)) := by ring
    _ = _ := by rw [h, mul_inv_cancel_left₀ hR.ne']
```

## (i) Removing the wall

Under the same conditions, show that

\[ \lim_{R\to\infty}N(R)=\infty,\qquad \int_0^\infty4\pi r^2n_T(\varphi(r)+\mu)\,dr=\infty. \]

**Solution.** \(N(R)\) is \(R^3\) times a quantity with a positive limit, so it diverges. Were the radial density integrable, \(N(R)\) would tend to its finite integral. Lean states the second claim as the negation of `IntegrableOn`.

```lean
/-- Let `T > 0`, and let `φ` be continuous for `r > 0`, vanish at infinity and be at most
`Z / r` for `0 < r ≤ 1`. Then the electron number within `R` grows without bound, and the
radial density is not integrable over all space. -/
theorem isolated_atom_infinite (hT : 0 < T) (hφ : ContinuousOn φ (Ioi 0))
    (h0 : Tendsto φ atTop (𝓝 0)) (hZ : ∀ r, 0 < r → r ≤ 1 → r * φ r ≤ Z) :
    Tendsto (electronNumber T μ φ) atTop atTop ∧
      ¬ IntegrableOn (fun r => 4 * π * r ^ 2 * density T (φ r + μ)) (Ioi 0) := by
  obtain ⟨hlim, hpos⟩ := electronNumber_div_cube (μ := μ) hT hφ h0 hZ
  have hN : Tendsto (electronNumber T μ φ) atTop atTop := by
    refine (hlim.pos_mul_atTop hpos (tendsto_pow_atTop (three_ne_zero))).congr' ?_
    filter_upwards [eventually_gt_atTop (0 : ℝ)] with R hR
    field_simp
  exact ⟨hN, fun h => not_tendsto_nhds_of_tendsto_atTop hN _
    (intervalIntegral_tendsto_integral_Ioi 0 h tendsto_id)⟩
```

## (j) A potential finite at the origin

Now let \(\varphi\) be continuous on \(r\ge0\) and tend to zero at infinity. Show that some \(c\) satisfies

\[ \lim_{R\to\infty}\frac{N(R)}{R^3}=c>0, \]

and that the radial density is again not integrable over all space.

**Solution.** On \([0,1]\), \(\varphi\) has an upper bound \(b\), so \(r\varphi(r)\le|b|\) there. Parts (h) and (i) apply with \(Z=|b|\).

```lean
/-- For `T > 0` and a potential continuous on `r ≥ 0` that vanishes at infinity, the electron
number within `R`, divided by `R³`, has a strictly positive limit, and the radial density is
not integrable over all space. -/
theorem regular_potential (hT : 0 < T) (hφ : ContinuousOn φ (Ici 0))
    (h0 : Tendsto φ atTop (𝓝 0)) :
    (∃ c, 0 < c ∧ Tendsto (fun R => electronNumber T μ φ R / R ^ 3) atTop (𝓝 c)) ∧
      ¬ IntegrableOn (fun r => 4 * π * r ^ 2 * density T (φ r + μ)) (Ioi 0) := by
  obtain ⟨b, hb⟩ := (isCompact_Icc (a := (0 : ℝ)) (b := 1)).bddAbove_image
    (hφ.mono fun r hr => hr.1)
  have hZ : ∀ r, 0 < r → r ≤ 1 → r * φ r ≤ |b| := fun r hr h1 => by
    have h2 : φ r ≤ |b| := (hb (mem_image_of_mem φ ⟨hr.le, h1⟩)).trans (le_abs_self b)
    nlinarith [mul_le_mul_of_nonneg_left h2 hr.le,
      mul_le_mul_of_nonneg_right h1 (abs_nonneg b)]
  have hφ' : ContinuousOn φ (Ioi 0) := hφ.mono Ioi_subset_Ici_self
  obtain ⟨hlim, hpos⟩ := electronNumber_div_cube (μ := μ) hT hφ' h0 hZ
  exact ⟨⟨_, hpos, hlim⟩, (isolated_atom_infinite hT hφ' h0 hZ).2⟩

end WarmThomasFermi
```

```lean
#print axioms WarmThomasFermi.finite_in_cell
-- 'WarmThomasFermi.finite_in_cell' depends on axioms: [propext, Classical.choice, Quot.sound]
#print axioms WarmThomasFermi.electronNumber_div_cube
-- 'WarmThomasFermi.electronNumber_div_cube' depends on axioms: [propext, Classical.choice, Quot.sound]
#print axioms WarmThomasFermi.regular_potential
-- 'WarmThomasFermi.regular_potential' depends on axioms: [propext, Classical.choice, Quot.sound]
```
